# On a one-dimensional periodic grid, the Fourier shift is exact for all densities with |m| ≤ M if and only if N ≥ 2M+1

A plane-wave code with ultrasoft or PAW augmentation has to place atom-centred charges at positions that need not coincide with grid points. One way is to sample the charge once on a grid, transform it, multiply each Fourier coefficient by a phase that depends on the atomic position, and sum the plane waves again. For a band-limited density in a one-dimensional periodic cell, this step has no interpolation error if the grid is large enough, and the required size is known exactly.

## The shift identity and its grid condition

Take a cell of unit length, an integer M ≥ 0 and complex coefficients c_m. The density is

f(x) = Σ_{|m|≤M} c_m exp(2πi m x).

From its values at N > 0 grid points j/N, form

a_m = (1/N) Σ_{j=0}^{N−1} f(j/N) exp(−2πi m j/N).

If N ≥ 2M+1, then for all real d and x

Σ_{|m|≤M} a_m exp(−2πi m d) exp(2πi m x) = f(x−d).

If N ≤ 2M, the identity fails for some density in the band, even at d = 0.

## One transform for many atoms

Suppose that atoms at positions d_a carry the same charge shape f with weights q_a, such as the occupations of one augmentation channel. Define the weighted structure factor

F_m = Σ_a q_a exp(−2πi m d_a).

For N ≥ 2M+1, the superposed charge then follows from a single set of grid coefficients:

Σ_{|m|≤M} a_m F_m exp(2πi m x) = Σ_a q_a f(x−d_a).

The phases need the signed index m. An FFT array may store a negative m at position m+N, which leaves a_m unchanged, but using m+N in the phase introduces a factor exp(−2πi N d), which differs from 1 unless Nd is an integer.

## From the geometric series to the sharp grid size

For an integer k, let r = exp(2πi k/N). The grid sum of the plane wave with index k is

Σ_{j=0}^{N−1} r^j.

If N divides k, then r = 1 and the sum is N. Otherwise r ≠ 1 but r^N = 1, so the sum is (r^N − 1)/(r − 1) = 0.

Inserting f into a_m and exchanging the two sums gives

a_m = Σ_{|n|≤M} c_n (1/N) Σ_{j=0}^{N−1} exp(2πi (n−m) j/N) = Σ_{|n|≤M, N divides n−m} c_n.

This is aliasing: indices that agree modulo N are added together. If |m| ≤ M and N ≥ 2M+1, then |n−m| ≤ 2M < N, so only n = m survives and a_m = c_m. The shift follows at once:

Σ_{|m|≤M} c_m exp(−2πi m d) exp(2πi m x) = Σ_{|m|≤M} c_m exp(2πi m (x−d)) = f(x−d).

Multiplying by q_a with d = d_a and summing over atoms gives the structure-factor formula.

For the converse, let 1 ≤ N ≤ 2M and take

g(x) = exp(2πi M x) − exp(2πi (M−N) x) = exp(2πi (M−N) x) (exp(2πi N x) − 1).

Both indices lie in the band, since −M ≤ M−N < M. At every grid point the last factor is zero, so all grid coefficients of g vanish and the rule returns zero. At x = 1/(2N) that factor is −2, so |g(x)| = 2. The case N = 2M is included: there the indices M and −M share one grid coefficient.

## The Lean file

```lean
import Mathlib

open scoped Real

namespace AugmentationFourierShift

noncomputable section

/-- The plane wave `exp(2πi m x)` of integer index `m` in a cell of unit length. -/
def wave (m : ℤ) (x : ℝ) : ℂ := Complex.exp (2 * π * Complex.I * m * x)

/-- The density with Fourier coefficients `c m` for `|m| ≤ M` and no others. -/
def bandLimited (M : ℕ) (c : ℤ → ℂ) (x : ℝ) : ℂ :=
  ∑ m ∈ Finset.Icc (-(M : ℤ)) M, c m * wave m x

/-- The discrete Fourier coefficient of `f` from its values at the `N` grid points `j/N`,
for `N > 0`. -/
def gridCoeff (N : ℕ) (f : ℝ → ℂ) (m : ℤ) : ℂ :=
  (1 / (N : ℂ)) * ∑ j ∈ Finset.range N, f ((j : ℝ) / N) * wave m (-((j : ℝ) / N))

/-- The Fourier shift rule, for `N > 0`: multiply each grid coefficient by `exp(-2πi m d)` and
sum the plane waves with `|m| ≤ M`. -/
def fourierShift (N M : ℕ) (f : ℝ → ℂ) (d x : ℝ) : ℂ :=
  ∑ m ∈ Finset.Icc (-(M : ℤ)) M, gridCoeff N f m * wave m (-d) * wave m x

/-- The structure factor of atoms at positions `d a` with weights `q a`. -/
def structureFactor {ι : Type*} [Fintype ι] (q : ι → ℂ) (d : ι → ℝ) (m : ℤ) : ℂ :=
  ∑ a, q a * wave m (-(d a))

/-- Coefficients of the difference between the plane waves of index `M` and `M - N`. -/
def aliasPair (N M : ℕ) (n : ℤ) : ℂ :=
  (if n = (M : ℤ) then 1 else 0) - (if n = (M : ℤ) - N then 1 else 0)

/-- A plane wave at a sum of two positions is the product of its values at each. -/
theorem wave_add (m : ℤ) (x y : ℝ) : wave m (x + y) = wave m x * wave m y := by
  unfold wave
  rw [← Complex.exp_add]
  congr 1
  push_cast
  ring

/-- The product of two plane waves is the plane wave whose index is the sum. -/
theorem wave_index_add (m n : ℤ) (x : ℝ) : wave (m + n) x = wave m x * wave n x := by
  unfold wave
  rw [← Complex.exp_add]
  congr 1
  push_cast
  ring

/-- The sum of a plane wave over the grid is `N` if `N` divides its index, and zero otherwise. -/
theorem grid_orthogonality {N : ℕ} (hN : N ≠ 0) (k : ℤ) :
    ∑ j ∈ Finset.range N, wave k ((j : ℝ) / N) = if (N : ℤ) ∣ k then (N : ℂ) else 0 := by
  have hNC : (N : ℂ) ≠ 0 := Nat.cast_ne_zero.mpr hN
  -- the samples are the powers of a single phase
  have hpow : ∀ j : ℕ, wave k ((j : ℝ) / N) = wave k (1 / N) ^ j := by
    intro j
    unfold wave
    rw [← Complex.exp_nat_mul]
    congr 1
    push_cast
    ring
  simp only [hpow]
  split_ifs with h
  · obtain ⟨q, rfl⟩ := h
    have h1 : wave ((N : ℤ) * q) (1 / N) = 1 :=
      Complex.exp_eq_one_iff.mpr ⟨q, by push_cast; field_simp⟩
    simp only [h1, one_pow, Finset.sum_const, Finset.card_range, nsmul_eq_mul, mul_one]
  · have hne : wave k (1 / N) ≠ 1 := by
      intro h1
      obtain ⟨n, hn⟩ := Complex.exp_eq_one_iff.mp h1
      have key : 2 * π * Complex.I * k * ((1 / N : ℝ) : ℂ) * N = 2 * π * Complex.I * k := by
        push_cast
        field_simp
      have hk : (k : ℂ) = N * n := by
        apply mul_left_cancel₀ Complex.two_pi_I_ne_zero
        linear_combination (N : ℂ) * hn - key
      exact h ⟨n, by exact_mod_cast hk⟩
    have hroot : wave k (1 / N) ^ N = 1 := by
      rw [← hpow N]
      exact Complex.exp_eq_one_iff.mpr ⟨k, by push_cast; field_simp⟩
    rw [geom_sum_eq hne, hroot, sub_self, zero_div]

/-- Aliasing: a grid coefficient is the sum of all true coefficients whose indices agree with
its own modulo `N`. -/
theorem gridCoeff_aliasing {N : ℕ} (hN : N ≠ 0) (M : ℕ) (c : ℤ → ℂ) (m : ℤ) :
    gridCoeff N (bandLimited M c) m =
      ∑ n ∈ Finset.Icc (-(M : ℤ)) M, if (N : ℤ) ∣ n - m then c n else 0 := by
  have hNC : (N : ℂ) ≠ 0 := Nat.cast_ne_zero.mpr hN
  have hw : ∀ (n : ℤ) (x : ℝ), wave n x * wave m (-x) = wave (n - m) x := by
    intro n x
    unfold wave
    rw [← Complex.exp_add]
    congr 1
    push_cast
    ring
  have h : ∑ j ∈ Finset.range N, bandLimited M c ((j : ℝ) / N) * wave m (-((j : ℝ) / N)) =
      ∑ n ∈ Finset.Icc (-(M : ℤ)) M,
        c n * ∑ j ∈ Finset.range N, wave (n - m) ((j : ℝ) / N) := by
    simp only [bandLimited, Finset.sum_mul, Finset.mul_sum]
    rw [Finset.sum_comm]
    refine Finset.sum_congr rfl fun n _ => Finset.sum_congr rfl fun j _ => ?_
    rw [mul_assoc, hw]
  rw [gridCoeff, h, Finset.mul_sum]
  refine Finset.sum_congr rfl fun n _ => ?_
  rw [grid_orthogonality hN]
  split_ifs
  · field_simp
  · simp

/-- With at least `2M+1` grid points, the grid coefficients with `|m| ≤ M` are the true ones. -/
theorem gridCoeff_exact {N M : ℕ} (hN : 2 * M + 1 ≤ N) (c : ℤ → ℂ) {m : ℤ}
    (hm : m ∈ Finset.Icc (-(M : ℤ)) M) : gridCoeff N (bandLimited M c) m = c m := by
  rw [gridCoeff_aliasing (by omega), Finset.sum_eq_single m]
  · simp
  · intro n hn hne
    rw [Finset.mem_Icc] at hm hn
    have hZ : 2 * (M : ℤ) + 1 ≤ N := by exact_mod_cast hN
    apply if_neg
    rintro ⟨q, hq⟩
    -- two indices in the band differ by less than `N`
    rcases lt_trichotomy q 0 with h | h | h
    · nlinarith [mul_nonneg (Int.natCast_nonneg N) (show (0 : ℤ) ≤ -1 - q by omega)]
    · subst h
      apply hne
      linarith
    · nlinarith [mul_nonneg (Int.natCast_nonneg N) (show (0 : ℤ) ≤ q - 1 by omega)]
  · intro h
    exact absurd hm h

/-- With at least `2M+1` grid points, the Fourier shift rule translates the density exactly
by any real `d`. -/
theorem fourierShift_eq {N M : ℕ} (hN : 2 * M + 1 ≤ N) (c : ℤ → ℂ) (d x : ℝ) :
    fourierShift N M (bandLimited M c) d x = bandLimited M c (x - d) := by
  unfold fourierShift
  rw [bandLimited]
  refine Finset.sum_congr rfl fun m hm => ?_
  rw [gridCoeff_exact hN c hm, sub_eq_add_neg, wave_add]
  ring

/-- With at least `2M+1` grid points, the weighted sum of copies of one density with `|m| ≤ M` at
several atomic positions is obtained from a single set of grid coefficients multiplied by the
structure factor. -/
theorem structureFactor_superposition {ι : Type*} [Fintype ι] {N M : ℕ}
    (hN : 2 * M + 1 ≤ N) (c : ℤ → ℂ) (q : ι → ℂ) (d : ι → ℝ) (x : ℝ) :
    ∑ m ∈ Finset.Icc (-(M : ℤ)) M,
        gridCoeff N (bandLimited M c) m * structureFactor q d m * wave m x =
      ∑ a, q a * bandLimited M c (x - d a) := by
  simp only [← fourierShift_eq hN c]
  simp only [fourierShift, structureFactor, Finset.mul_sum, Finset.sum_mul]
  rw [Finset.sum_comm]
  refine Finset.sum_congr rfl fun a _ => Finset.sum_congr rfl fun m _ => ?_
  ring

/-- For `N ≤ 2M` the alias pair is a density within the band, equal to the plane wave of index
`M - N` times `exp(2πi N x) - 1`. -/
theorem aliasPair_density {N M : ℕ} (h : N ≤ 2 * M) (x : ℝ) :
    bandLimited M (aliasPair N M) x = wave ((M : ℤ) - N) x * (wave N x - 1) := by
  have h1 : (M : ℤ) ∈ Finset.Icc (-(M : ℤ)) M := Finset.mem_Icc.mpr ⟨by omega, le_rfl⟩
  have h2 : (M : ℤ) - N ∈ Finset.Icc (-(M : ℤ)) M :=
    Finset.mem_Icc.mpr ⟨by omega, by omega⟩
  have hw := wave_index_add ((M : ℤ) - N) N x
  rw [sub_add_cancel] at hw
  simp only [bandLimited, aliasPair, sub_mul, ite_mul, one_mul, zero_mul,
    Finset.sum_sub_distrib, Finset.sum_ite_eq', if_pos h1, if_pos h2]
  rw [hw]
  ring

/-- The Fourier shift rule is exact for every density with `|m| ≤ M` and every real shift if and
only if the grid has at least `2M+1` points. -/
theorem fourierShift_exact_iff {N : ℕ} (hN : 0 < N) (M : ℕ) :
    (∀ (c : ℤ → ℂ) (d x : ℝ),
      fourierShift N M (bandLimited M c) d x = bandLimited M c (x - d)) ↔ 2 * M + 1 ≤ N := by
  refine ⟨fun H => ?_, fun h c d x => fourierShift_eq h c d x⟩
  by_contra hlt
  have hle : N ≤ 2 * M := by omega
  have hNC : (N : ℂ) ≠ 0 := Nat.cast_ne_zero.mpr hN.ne'
  -- the alias pair is invisible on the grid
  have hgrid : ∀ j : ℕ, bandLimited M (aliasPair N M) ((j : ℝ) / N) = 0 := by
    intro j
    have h1 : wave N ((j : ℝ) / N) = 1 :=
      Complex.exp_eq_one_iff.mpr ⟨j, by push_cast; field_simp⟩
    rw [aliasPair_density hle, h1, sub_self, mul_zero]
  have hzero : ∀ m, gridCoeff N (bandLimited M (aliasPair N M)) m = 0 := by
    intro m
    simp only [gridCoeff, hgrid, zero_mul, Finset.sum_const_zero, mul_zero]
  -- but it does not vanish halfway between two grid points
  have hmid : wave N (1 / (2 * N)) = -1 := by
    have harg : 2 * π * Complex.I * ((N : ℤ) : ℂ) * ((1 / (2 * N) : ℝ) : ℂ)
        = π * Complex.I := by
      push_cast
      field_simp
    rw [wave, harg, Complex.exp_pi_mul_I]
  have hx := H (aliasPair N M) 0 (1 / (2 * N))
  simp only [fourierShift, hzero, zero_mul, Finset.sum_const_zero] at hx
  rw [sub_zero, aliasPair_density hle, hmid] at hx
  exact mul_ne_zero (Complex.exp_ne_zero _) (by norm_num) hx.symm

end

end AugmentationFourierShift
```

```lean
#print axioms AugmentationFourierShift.structureFactor_superposition
-- 'AugmentationFourierShift.structureFactor_superposition' depends on axioms: [propext, Classical.choice, Quot.sound]
#print axioms AugmentationFourierShift.fourierShift_exact_iff
-- 'AugmentationFourierShift.fourierShift_exact_iff' depends on axioms: [propext, Classical.choice, Quot.sound]
```

## What the theorems say about a code

`wave m x` is exp(2πi m x), and `bandLimited M c` is f. The function `c` is defined on all integers, but only its values with |m| ≤ M enter. `gridCoeff` is a_m, with the minus sign and the factor 1/N in the forward transform. `fourierShift N M f d x` is the phase-and-resum rule, and a positive `d` moves the density to the right.

`fourierShift_eq` states the identity under `2 * M + 1 ≤ N`. `fourierShift_exact_iff` assumes `0 < N` and says that exactness for all coefficients, shifts and positions is equivalent to that inequality. `structureFactor_superposition` covers any finite set of atoms with complex weights.

The band limit is a hypothesis. It represents a charge whose Fourier components beyond a density cutoff have already been removed; a nonzero charge confined to part of the cell has Fourier components beyond every M. The error of that truncation is not bounded here, and neither is floating-point rounding. The theorems treat one dimension, and the converse is stated for complex densities. Real densities need the same grid size, although the Lean file does not state this: the real and imaginary parts of g both lie in the band and vanish on the grid, and at least one of them is not identically zero.

## How the proof follows the derivation

`grid_orthogonality` writes the samples as powers of one phase (`hpow`). `Complex.exp_eq_one_iff` decides when that phase is 1, and `geom_sum_eq` sums the series otherwise. `gridCoeff_aliasing` exchanges the sums with `Finset.sum_comm` and applies this result to the index `n - m`.

In `gridCoeff_exact`, `Finset.sum_eq_single m` isolates the surviving term. For any other index, divisibility would give n−m = Nq. The proof splits on the sign of q: a nonzero q puts the indices too far apart for the band, and q = 0 makes them equal. `fourierShift_eq` then replaces each grid coefficient by the true one and combines the phases with `wave_add`. The structure-factor theorem rewrites each displaced density as a Fourier shift and exchanges the sums over atoms and indices.

For the converse, `aliasPair` holds the coefficients of g, and `aliasPair_density` proves its factorised form using `wave_index_add`. Inside `fourierShift_exact_iff`, `hgrid` shows that g vanishes on the grid, `hzero` that its grid coefficients vanish, and `hmid` that exp(2πi N x) = −1 at x = 1/(2N). Assuming exactness at d = 0 would therefore make a nonzero number equal to zero.
